# The quadratic form of the f-sum matrix on a finite grid is a density-weighted sum of squared gradient-like amplitudes

On a finite periodic grid, take a real density ρ and finitely many plane waves χ_G, each with a real three-component vector u_G, and let the f-sum matrix have entries F(G,H) = (u_G · u_H) ∑ₓ ρ(x) χ_G(x) χ_H(x)*. The theorem `fsum_quadratic` says that for any complex coefficients c, normalised or not, c†Fc equals ∑ₓ ρ(x) ∑ₖ |aₖ(x)|², where aₖ(x) = ∑_G c_G* u_{G,k} χ_G(x) and k runs over the three Cartesian components. The density need not be positive or normalised, and the vectors u_G need not be tied to the characters χ_G. The proof shows that each side equals the same triple sum, over a grid point and two plane-wave indices, and for the right-hand side it writes each squared modulus as a number times its conjugate and multiplies out.

An attempt in Lean 4 with a fault in it:

```lean
import Mathlib

open Matrix Filter Topology
open scoped ComplexOrder ComplexConjugate

namespace FsumQuadratic

noncomputable section

variable {A ι : Type*} [AddCommGroup A] [Fintype A] [Fintype ι] [DecidableEq ι]

/-- The f-sum matrix `F(G,H) = ⟨u_G, u_H⟩ ∑ₓ ρ(x) χ_G(x) conj χ_H(x)` of a density `ρ` on a
periodic grid, for plane waves `χ_G` and wave vectors `u_G`. -/
def fsum (ρ : A → ℝ) (χ : ι → AddChar A ℂ) (u : ι → Fin 3 → ℝ) : Matrix ι ι ℂ :=
  Matrix.of fun G H => ((u G ⬝ᵥ u H : ℝ) : ℂ) * ∑ x, (ρ x : ℂ) * χ G x * conj (χ H x)

/-- The `k`-th Cartesian component, at the grid point `x`, of the gradient-like field
`∑_G conj(c_G) u_G χ_G(x)`. -/
def amp (χ : ι → AddChar A ℂ) (u : ι → Fin 3 → ℝ) (c : ι → ℂ) (k : Fin 3) (x : A) : ℂ :=
  ∑ G, conj (c G) * (u G k : ℂ) * χ G x

omit [DecidableEq ι] in
/-- The quadratic form of the f-sum matrix is the density-weighted sum of the squared
gradient amplitudes. -/
theorem fsum_quadratic (ρ : A → ℝ) (χ : ι → AddChar A ℂ) (u : ι → Fin 3 → ℝ) (c : ι → ℂ) :
    star c ⬝ᵥ fsum ρ χ u *ᵥ c = ((∑ x, ρ x * ∑ k, ‖amp χ u c k x‖ ^ 2 : ℝ) : ℂ) := by
  have hn : ∀ z : ℂ, ((‖z‖ : ℝ) : ℂ) ^ 2 = z * conj z := fun z => by
    rw [Complex.mul_conj, Complex.normSq_eq_norm_sq, Complex.ofReal_pow]
  -- both sides equal one triple sum over the grid and two plane waves
  trans ∑ x, ∑ G, ∑ H, conj (c G) * c H * (ρ x : ℂ) * χ G x * conj (χ H x) *
      ((u G 0 : ℂ) * u H 0 + (u G 1 : ℂ) * u H 1 + (u G 2 : ℂ) * u H 2)
  · symm
    rw [Finset.sum_comm]
    simp only [dotProduct, Matrix.mulVec, fsum, Matrix.of_apply, Pi.star_apply, RCLike.star_def]
    refine Finset.sum_congr rfl fun G _ => ?_
    rw [Finset.sum_comm, Finset.mul_sum]
    refine Finset.sum_congr rfl fun H _ => ?_
    simp only [Fin.sum_univ_three, Complex.ofReal_add, Complex.ofReal_mul, Finset.mul_sum,
      Finset.sum_mul]
    refine Finset.sum_congr rfl fun x _ => ?_
    ring
  · simp only [Complex.ofReal_sum, Complex.ofReal_mul, Complex.ofReal_pow, hn]
    refine Finset.sum_congr rfl fun x _ => ?_
    simp only [amp, map_sum, map_mul, Complex.conj_conj, Complex.conj_ofReal,
      Finset.sum_mul_sum, Fin.sum_univ_three, ← Finset.sum_add_distrib, Finset.mul_sum]
    refine Finset.sum_congr rfl fun G _ => Finset.sum_congr rfl fun H _ => ?_
    ring

end

end FsumQuadratic
```

The error:

```
Main.lean:46:43: error: Type mismatch
  Finset.sum_congr rfl fun H x => ?m.296
has type
  Finset.sum ?m.293 ?m.290 = Finset.sum ?m.293 ?m.291
but is expected to have type
  ∑ H,
      (starRingEnd ℂ) (c G) * c H * ↑(ρ x) * (χ G) x * (starRingEnd ℂ) ((χ H) x) *
        (↑(u G 0) * ↑(u H 0) + ↑(u G 1) * ↑(u H 1) + ↑(u G 2) * ↑(u H 2)) =
    ↑(ρ x) *
      ((∑ G, (starRingEnd ℂ) (c G) * ↑(u G 0) * (χ G) x) * (c G * ↑(u G 0) * (starRingEnd ℂ) ((χ G) x)) +
          (∑ G, (starRingEnd ℂ) (c G) * ↑(u G 1) * (χ G) x) * (c G * ↑(u G 1) * (starRingEnd ℂ) ((χ G) x)) +
        (∑ G, (starRingEnd ℂ) (c G) * ↑(u G 2) * (χ G) x) * (c G * ↑(u G 2) * (starRingEnd ℂ) ((χ G) x)))
Main.lean:45:6: warning: This simp argument is unused:
  Finset.sum_mul_sum

Hint: Omit it from the simp argument list.
  [apply] simp only [amp, map_sum, map_mul, Complex.conj_conj, Complex.conj_ofReal, Fin.sum_univ_three,
    ← Finset.sum_add_distrib, Finset.mul_sum]

Note: This linter can be disabled with `set_option linter.unusedSimpArgs false`
```

Cause. The error is a type mismatch at the second `Finset.sum_congr`, which needs a sum on both sides of the goal. The left side is a sum over `H`, but the right side is `ρ x` times a bracket, with the remaining sums shut inside products.

The `simp only` call was meant to turn each product of two sums into a double sum by `Finset.sum_mul_sum`. `Finset.mul_sum`, in the same call, also matches such a product, and it acted first: it moved the left-hand sum, whole, inside the right-hand one. The right factor was then a single term, so `Finset.sum_mul_sum` no longer applied, which is why the linter reports it unused. Nothing else in the call could take the sum out of the left factor.

The repair moves `Finset.mul_sum` to a second `simp only`. The first call can now form the double sums and merge the three Cartesian components, and the second carries `ρ x` inside both sums. Both uses of `Finset.sum_congr` then fit, and `ring` proves the termwise identity.

Fix (accepted with no message):

```diff
@@ -43,5 +43,6 @@
     refine Finset.sum_congr rfl fun x _ => ?_
     simp only [amp, map_sum, map_mul, Complex.conj_conj, Complex.conj_ofReal,
-      Finset.sum_mul_sum, Fin.sum_univ_three, ← Finset.sum_add_distrib, Finset.mul_sum]
+      Finset.sum_mul_sum, Fin.sum_univ_three, ← Finset.sum_add_distrib]
+    simp only [Finset.mul_sum]
     refine Finset.sum_congr rfl fun G _ => Finset.sum_congr rfl fun H _ => ?_
     ring
```
